# The Lindblad generator as a no-jump part with effective Hamiltonian H − (i/2) ∑ L_k† L_k plus a jump part

The theorem `lindbladian_eq` says that, for a Hermitian Hamiltonian H, the Lindblad generator is the sum of two linear maps: ρ ↦ −i(Kρ − ρK†), with the effective Hamiltonian K = H − (i/2) ∑ L_k† L_k, and the jump part ρ ↦ ∑ L_k ρ L_k†. The system is finite-dimensional with finitely many jump operators, ħ is 1, and ρ may be any complex square matrix, not only a density matrix. The proof applies both sides to an arbitrary ρ, works out K† and writes S for ∑ L_k† L_k. What remains is to compare coefficients, using i² = −1. To work out K† it needs the small fact `hc`, that the complex conjugate of i/2 is −i/2.

The first attempt, which Lean rejects:

```lean
import Mathlib

open Matrix Complex

namespace LindbladianEq

noncomputable section

variable {n κ : Type*} [Fintype n] [DecidableEq n] [Fintype κ]

/-- The Lindblad generator with Hamiltonian `H` and jump operators `L k`. -/
def lindbladian (H : Matrix n n ℂ) (L : κ → Matrix n n ℂ) :
    Module.End ℂ (Matrix n n ℂ) where
  toFun ρ := (-I) • (H * ρ - ρ * H) + ∑ k, (L k * ρ * (L k)ᴴ
    - (1 / 2 : ℂ) • ((L k)ᴴ * L k * ρ + ρ * ((L k)ᴴ * L k)))
  map_add' x y := by
    rw [add_add_add_comm, ← Finset.sum_add_distrib]
    congr 1
    · simp only [mul_add, add_mul]; module
    · refine Finset.sum_congr rfl fun k _ => ?_
      simp only [mul_add, add_mul]; module
  map_smul' c x := by
    rw [RingHom.id_apply, smul_add, Finset.smul_sum]
    congr 1
    · simp only [mul_smul_comm, smul_mul_assoc]; module
    · refine Finset.sum_congr rfl fun k _ => ?_
      simp only [mul_smul_comm, smul_mul_assoc]; module

/-- The effective Hamiltonian `K = H - (i/2) ∑ L_k* L_k`. -/
def effectiveHamiltonian (H : Matrix n n ℂ) (L : κ → Matrix n n ℂ) : Matrix n n ℂ :=
  H - (I / 2) • ∑ k, (L k)ᴴ * L k

/-- The no-jump generator `ρ ↦ -i (K ρ - ρ K*)`. -/
def noJump (K : Matrix n n ℂ) : Module.End ℂ (Matrix n n ℂ) :=
  (-I) • (LinearMap.mulLeft ℂ K - LinearMap.mulRight ℂ Kᴴ)

/-- The jump part `ρ ↦ ∑ L_k ρ L_k*`. -/
def jump (L : κ → Matrix n n ℂ) : Module.End ℂ (Matrix n n ℂ) where
  toFun ρ := ∑ k, L k * ρ * (L k)ᴴ
  map_add' x y := by simp only [mul_add, add_mul, Finset.sum_add_distrib]
  map_smul' c x := by
    simp only [mul_smul_comm, smul_mul_assoc, RingHom.id_apply, Finset.smul_sum]

/-- For Hermitian `H` the Lindblad generator is the no-jump generator of the effective
Hamiltonian plus the jump part. -/
theorem lindbladian_eq {H : Matrix n n ℂ} (hH : H.IsHermitian) (L : κ → Matrix n n ℂ) :
    lindbladian H L = noJump (effectiveHamiltonian H L) + jump L := by
  have hS : (∑ k, (L k)ᴴ * L k)ᴴ = ∑ k, (L k)ᴴ * L k := by
    simp [Matrix.conjTranspose_sum, Matrix.conjTranspose_mul]
  have hc : star (I / 2) = -(I / 2) := by apply Complex.ext <;> simp
  refine LinearMap.ext fun ρ => ?_
  change (-I) • (H * ρ - ρ * H) + ∑ k, (L k * ρ * (L k)ᴴ
    - (1 / 2 : ℂ) • ((L k)ᴴ * L k * ρ + ρ * ((L k)ᴴ * L k))) =
    (-I) • (effectiveHamiltonian H L * ρ - ρ * (effectiveHamiltonian H L)ᴴ)
      + ∑ k, L k * ρ * (L k)ᴴ
  rw [effectiveHamiltonian, conjTranspose_sub, conjTranspose_smul, hH.eq, hS, hc,
    Finset.sum_sub_distrib, ← Finset.smul_sum, Finset.sum_add_distrib,
    ← Finset.sum_mul, ← Finset.mul_sum]
  generalize (∑ k, (L k)ᴴ * L k) = S
  have h2 : (I * I) • (S * ρ + ρ * S) = (-1 : ℂ) • (S * ρ + ρ * S) := by rw [I_mul_I]
  simp only [sub_mul, mul_sub, smul_mul_assoc, mul_smul_comm]
  linear_combination (norm := module) (-(1 / 2 : ℂ)) • h2

end

end LindbladianEq
```

Compiling this gives:

```
Main.lean:50:39: error: unsolved goals
case a
n : Type u_1
κ : Type u_2
inst✝² : Fintype n
inst✝¹ : DecidableEq n
inst✝ : Fintype κ
H : Matrix n n ℂ
hH : H.IsHermitian
L : κ → Matrix n n ℂ
hS : (∑ k, (L k)ᴴ * L k)ᴴ = ∑ k, (L k)ᴴ * L k
⊢ -1 / 2 = -2⁻¹
```

The mended proof, as a diff:

```diff
@@ -48,5 +48,7 @@
   have hS : (∑ k, (L k)ᴴ * L k)ᴴ = ∑ k, (L k)ᴴ * L k := by
     simp [Matrix.conjTranspose_sum, Matrix.conjTranspose_mul]
-  have hc : star (I / 2) = -(I / 2) := by apply Complex.ext <;> simp
+  have hc : star (I / 2) = -(I / 2) := by
+    apply Complex.ext <;> simp
+    norm_num
   refine LinearMap.ext fun ρ => ?_
   change (-I) • (H * ρ - ρ * H) + ∑ k, (L k * ρ * (L k)ᴴ
```

The one error is in the proof of `hc`. There `Complex.ext` reduces the equality of two complex numbers to equality of their real and imaginary parts, and `simp` is run on both goals. It closes the real part, but of the imaginary part it leaves `-1 / 2 = -2⁻¹`.

This equation is true, but its sides are written differently: on the left −1 is divided by 2, on the right the inverse of 2 is negated. `simp` simplified the goal this far without bringing the two sides to the same form. Since it had made progress, `simp` itself raised no error; Lean reported the goal as unsolved when the `by` block ended.

The repair adds `norm_num`, which acts on the remaining goal. It evaluates both sides as rational numbers, finds the same value, and closes the goal. Moving the proof onto lines of its own only makes room for this second step.
